# The harmonic oscillator's sum-over-states γ vanishes for three or more levels

Take a harmonic oscillator of frequency w > 0 and keep its N lowest levels, with N ≥ 3. The fourth-order sum over excited states then equals the product of the two second-order sums. The fourth-order sum and this product are each 1/(4w⁵), and the static second hyperpolarizability γ, which is 24 times their difference, is zero. In this one-dimensional, one-particle model three levels thus give the same γ as any larger number; with only two levels, γ comes out as −6/w⁵. Units are such that ℏ, the mass and the charge are 1.

```lean
import Mathlib

open Finset

namespace OscillatorHyperpolarizability

noncomputable section
```

The first line loads the mathematical library Mathlib, and `open Finset` gives short names to finite sums and index ranges.

```lean
/-- The sum over excited states of squared transition dipoles divided by excitation energies,
for `N` levels with nonzero excitation energies `E k`. -/
def linearSum (N : ℕ) (E : ℕ → ℝ) (x : ℕ → ℕ → ℝ) : ℝ :=
  ∑ k ∈ Ico 1 N, x 0 k ^ 2 / E k
```

`Ico 1 N` is the set of indices 1, …, N − 1, that is, the excited states. `E k` is the excitation energy Eₖ of level k, and `x i j` is the dipole matrix element xᵢⱼ. Both are functions on all natural numbers, but the sum reads only levels below N. In ordinary notation,

S₁ = Σₖ x₀ₖ² / Eₖ.

```lean
/-- The sum over excited states of squared transition dipoles divided by squared excitation
energies, for `N` levels with nonzero excitation energies `E k`. -/
def normSum (N : ℕ) (E : ℕ → ℝ) (x : ℕ → ℕ → ℝ) : ℝ :=
  ∑ k ∈ Ico 1 N, x 0 k ^ 2 / E k ^ 2
```

The same sum with squared energies is

S₂ = Σₖ x₀ₖ² / Eₖ².

```lean
/-- The sum, over all paths from the ground state through three excited states (repeats allowed) and
back, of the product of the four dipole elements divided by the three excitation energies, for `N`
levels with nonzero excitation energies `E k`. -/
def quarticSum (N : ℕ) (E : ℕ → ℝ) (x : ℕ → ℕ → ℝ) : ℝ :=
  ∑ k ∈ Ico 1 N, ∑ l ∈ Ico 1 N, ∑ m ∈ Ico 1 N,
    x 0 k * x k l * x l m * x m 0 / (E k * E l * E m)
```

The fourth-order sum runs over three excited states independently:

S₄ = Σₖₗₘ x₀ₖ xₖₗ xₗₘ xₘ₀ / (Eₖ Eₗ Eₘ).

```lean
/-- The static second hyperpolarizability as a sum over states, for a real symmetric dipole
matrix with `x 0 0 = 0` and nonzero excitation energies. -/
def gamma (N : ℕ) (E : ℕ → ℝ) (x : ℕ → ℕ → ℝ) : ℝ :=
  24 * (quarticSum N E x - linearSum N E x * normSum N E x)
```

This defines γ = 24 (S₄ − S₁S₂). The convention is that the ground-state energy in a static field F contains the term −γF⁴/24, so the 24 is 4!. The expression is the one that fourth-order perturbation theory gives for a ground state without permanent dipole. The file takes it as a definition and does not derive it.

```lean
/-- The symmetric dipole matrix that couples only neighbouring levels, with element `d n`
between the levels `n` and `n + 1`. -/
def ladder (d : ℕ → ℝ) (i j : ℕ) : ℝ :=
  if j = i + 1 then d i else if i = j + 1 then d j else 0
```

A ladder matrix couples neighbouring levels only, with a freely chosen strength `d n`, written dₙ, between n and n + 1. The two `if` branches make it symmetric, and its diagonal is zero, so there is no permanent dipole.

```lean
/-- The oscillator's position matrix element between the levels `n` and `n + 1`,
for frequency `w > 0` and unit mass and `ℏ`. -/
def oscStep (w : ℝ) (n : ℕ) : ℝ := Real.sqrt (((n : ℝ) + 1) / (2 * w))
```

For the oscillator the strengths are dₙ = √((n + 1)/(2w)).

```lean
/-- The oscillator's excitation energy `n w` of level `n`. -/
def oscEnergy (w : ℝ) (n : ℕ) : ℝ := n * w
```

Its excitation energies are Eₙ = nw. The zero-point energy drops out because only differences from the ground state enter.

```lean
/-- In a ladder system the ground state is coupled only to the first excited state. -/
theorem ladder_ground (d : ℕ → ℝ) {k : ℕ} (hk : k ≠ 1) :
    ladder d 0 k = 0 ∧ ladder d k 0 = 0 := by
  unfold ladder
  constructor
  · rw [if_neg (by omega), if_neg (by omega)]
  · rw [if_neg (by omega), if_neg (by omega)]
```

This is the first theorem. What stands before the final colon is given, here any strengths d and a level k ≠ 1. What follows the colon is claimed, and the proof comes after `:=`. The claim is x₀ₖ = 0 and xₖ₀ = 0, since level 0 has level 1 as its only neighbour. The proof unfolds the definition and lets `omega`, which settles integer arithmetic, rule out both branches.

```lean
/-- In a ladder system with at least two levels, each second-order sum has a single term,
that of the first excited state. -/
theorem second_order_ladder {N : ℕ} (hN : 2 ≤ N) (E d : ℕ → ℝ) :
    linearSum N E (ladder d) = d 0 ^ 2 / E 1 ∧
      normSum N E (ladder d) = d 0 ^ 2 / E 1 ^ 2 := by
  have h1 : 1 ∈ Ico 1 N := mem_Ico.mpr ⟨le_refl 1, by omega⟩
  have h01 : ladder d 0 1 = d 0 := by simp [ladder]
  constructor
  · unfold linearSum
    rw [sum_eq_single_of_mem 1 h1 (fun k _ hk => by simp [(ladder_ground d hk).1]), h01]
  · unfold normSum
    rw [sum_eq_single_of_mem 1 h1 (fun k _ hk => by simp [(ladder_ground d hk).1]), h01]
```

With at least two levels, level 1 is in the range, and by the previous theorem it alone contributes:

S₁ = d₀² / E₁,  S₂ = d₀² / E₁².

The lemma `sum_eq_single_of_mem` does what one does by hand: it keeps one term of a sum once all the others are shown to vanish. No condition on the energies appears because Lean sets division by zero to zero; the physical reading needs Eₖ ≠ 0 for every excited level kept.

```lean
/-- In a ladder system with at least three levels, only the path 0 → 1 → 2 → 1 → 0
contributes to the fourth-order sum. -/
theorem quarticSum_ladder {N : ℕ} (hN : 3 ≤ N) (E d : ℕ → ℝ) :
    quarticSum N E (ladder d) = d 0 ^ 2 * d 1 ^ 2 / (E 1 ^ 2 * E 2) := by
  have h1 : 1 ∈ Ico 1 N := mem_Ico.mpr ⟨le_refl 1, by omega⟩
  have h2 : 2 ∈ Ico 1 N := mem_Ico.mpr ⟨by omega, by omega⟩
  have h01 : ladder d 0 1 = d 0 := by simp [ladder]
  have h10 : ladder d 1 0 = d 0 := by simp [ladder]
  have h12 : ladder d 1 2 = d 1 := by simp [ladder]
  have h21 : ladder d 2 1 = d 1 := by simp [ladder]
  unfold quarticSum
  -- the first step must lead to level 1
  rw [sum_eq_single_of_mem 1 h1 (fun k _ hk =>
    sum_eq_zero fun l _ => sum_eq_zero fun m _ => by simp [(ladder_ground d hk).1])]
  -- the second step must lead to level 2, since the ground state is excluded
  rw [sum_eq_single_of_mem 2 h2 (fun l hl hl2 => sum_eq_zero fun m _ => by
    have hl1 : 1 ≤ l := (mem_Ico.mp hl).1
    have hz : ladder d 1 l = 0 := by
      unfold ladder
      rw [if_neg (by omega), if_neg (by omega)]
    simp [hz])]
  -- the last step must start from level 1
  rw [sum_eq_single_of_mem 1 h1 (fun m _ hm => by simp [(ladder_ground d hm).2])]
  rw [h01, h10, h12, h21]
  ring
```

Now follow the path in S₄. From level 0 the first step must lead to k = 1. From level 1 one can go to 0 or 2, but the ground state is excluded from the sum, so l = 2. The return to level 0 must start from m = 1. One path is left, 0 → 1 → 2 → 1 → 0, and it gives

S₄ = d₀ d₁ d₁ d₀ / (E₁ E₂ E₁) = d₀² d₁² / (E₁² E₂).

The three long `rw` steps make these three choices in the same order, and `ring` does the closing algebra. The condition N ≥ 3 ensures that level 2 is there to be visited.

```lean
/-- The second hyperpolarizability of a ladder system with at least three levels depends only on `d
0`, `d 1`, `E 1` and `E 2`. -/
theorem gamma_ladder {N : ℕ} (hN : 3 ≤ N) (E d : ℕ → ℝ) :
    gamma N E (ladder d) =
      24 * d 0 ^ 2 / E 1 ^ 2 * (d 1 ^ 2 / E 2 - d 0 ^ 2 / E 1) := by
  obtain ⟨hl, hn⟩ := second_order_ladder (by omega : 2 ≤ N) E d
  unfold gamma
  rw [quarticSum_ladder hN, hl, hn]
  ring
```

Inserting the three sums gives

γ = 24 [d₀² d₁² / (E₁² E₂) − d₀⁴ / E₁³]
  = (24 d₀² / E₁²) (d₁² / E₂ − d₀² / E₁).

Levels above level 2 have no influence on γ in any ladder system with nonzero excitation energies.

```lean
/-- In a ladder system with at least three levels, nonzero `d 0` and positive `E 1` and `E 2`, the
second hyperpolarizability vanishes, or is positive, exactly when `d 1 ^ 2 * E 1` equals, or
exceeds, `d 0 ^ 2 * E 2`. -/
theorem gamma_ladder_sign {N : ℕ} (hN : 3 ≤ N) (E d : ℕ → ℝ)
    (hd : d 0 ≠ 0) (hE1 : 0 < E 1) (hE2 : 0 < E 2) :
    (gamma N E (ladder d) = 0 ↔ d 1 ^ 2 * E 1 = d 0 ^ 2 * E 2) ∧
      (0 < gamma N E (ladder d) ↔ d 0 ^ 2 * E 2 < d 1 ^ 2 * E 1) := by
  have hc : 0 < 24 * d 0 ^ 2 / E 1 ^ 2 := by positivity
  rw [gamma_ladder hN]
  constructor
  · rw [mul_eq_zero, or_iff_right hc.ne', sub_eq_zero, div_eq_div_iff hE2.ne' hE1.ne']
  · rw [mul_pos_iff_of_pos_left hc, sub_pos, div_lt_div_iff₀ hE1 hE2]
```

Suppose that d₀ ≠ 0 and that E₁ and E₂ are positive. The prefactor 24 d₀²/E₁² is then positive, which is the statement `hc`, so the bracket decides the sign. Multiplying the bracket by E₁E₂ shows that

γ = 0 exactly when d₁² E₁ = d₀² E₂,
γ > 0 exactly when d₁² E₁ > d₀² E₂.

The sign of γ thus depends on whether the ratio d₁²/d₀² of the squared dipoles is larger or smaller than the ratio E₂/E₁ of the excitation energies.

```lean
/-- The squared position matrix element between the oscillator levels `n` and `n + 1`
is `(n + 1) / (2 w)`. -/
theorem oscStep_sq {w : ℝ} (hw : 0 < w) (n : ℕ) :
    oscStep w n ^ 2 = ((n : ℝ) + 1) / (2 * w) :=
  Real.sq_sqrt (by positivity)
```

Squaring the oscillator's matrix element removes the root, because w > 0 makes its argument nonnegative: dₙ² = (n + 1)/(2w).

```lean
/-- For the harmonic oscillator cut off at any `N ≥ 3` levels, the fourth-order sum is
`1 / (4 w ^ 5)` and equals the product of the two second-order sums, and the second
hyperpolarizability vanishes. -/
theorem oscillator_gamma_vanishes {w : ℝ} (hw : 0 < w) {N : ℕ} (hN : 3 ≤ N) :
    4 * w ^ 5 * quarticSum N (oscEnergy w) (ladder (oscStep w)) = 1 ∧
      quarticSum N (oscEnergy w) (ladder (oscStep w)) =
        linearSum N (oscEnergy w) (ladder (oscStep w)) *
          normSum N (oscEnergy w) (ladder (oscStep w)) ∧
      gamma N (oscEnergy w) (ladder (oscStep w)) = 0 := by
  have e1 : oscEnergy w 1 = w := by simp [oscEnergy]
  have e2 : oscEnergy w 2 = 2 * w := by simp [oscEnergy]
  have d0 : oscStep w 0 ^ 2 = 1 / (2 * w) := by rw [oscStep_sq hw]; norm_num
  have d1 : oscStep w 1 ^ 2 = 2 / (2 * w) := by rw [oscStep_sq hw]; norm_num
  obtain ⟨hl, hn⟩ := second_order_ladder (by omega : 2 ≤ N) (oscEnergy w) (oscStep w)
  -- the growth of the dipole compensates the growth of the energy
  have key : quarticSum N (oscEnergy w) (ladder (oscStep w)) =
      linearSum N (oscEnergy w) (ladder (oscStep w)) *
        normSum N (oscEnergy w) (ladder (oscStep w)) := by
    rw [quarticSum_ladder hN, hl, hn, d0, d1, e1, e2]
    field_simp
  refine ⟨?_, key, ?_⟩
  · rw [quarticSum_ladder hN, d0, d1, e1, e2]
    field_simp
    norm_num
  · unfold gamma
    rw [key, sub_self, mul_zero]
```

This is the main theorem, three claims joined by `∧` ("and"). The oscillator has d₀² = 1/(2w), d₁² = 1/w, E₁ = w and E₂ = 2w. Hence

S₁S₂ = [1/(2w²)] · [1/(2w³)] = 1/(4w⁵),
S₄ = [1/(2w)] · [1/w] / (w² · 2w) = 1/(4w⁵).

The squared dipole doubles from the first step to the second, the excitation energy doubles from level 1 to level 2, and the two effects cancel. In Lean, `key` is the equality S₄ = S₁S₂, obtained by inserting these values and clearing denominators with `field_simp`. The value of S₄ is stated as 4w⁵S₄ = 1, and γ = 0 follows from `key`.

```lean
/-- With only two levels kept, the oscillator's second hyperpolarizability
is `-6 / w ^ 5`. -/
theorem oscillator_two_levels {w : ℝ} (hw : 0 < w) :
    w ^ 5 * gamma 2 (oscEnergy w) (ladder (oscStep w)) = -6 := by
  have e1 : oscEnergy w 1 = w := by simp [oscEnergy]
  have d0 : oscStep w 0 ^ 2 = 1 / (2 * w) := by rw [oscStep_sq hw]; norm_num
  obtain ⟨hl, hn⟩ := second_order_ladder (le_refl 2) (oscEnergy w) (oscStep w)
  -- without level 2 there is no fourth-order path
  have hq : quarticSum 2 (oscEnergy w) (ladder (oscStep w)) = 0 := by
    have hI : Ico 1 2 = {1} := by decide
    have h11 : ladder (oscStep w) 1 1 = 0 := by simp [ladder]
    simp only [quarticSum, hI, sum_singleton, h11, mul_zero, zero_mul, zero_div]
  unfold gamma
  rw [hq, hl, hn, d0, e1]
  field_simp
  norm_num

end

end OscillatorHyperpolarizability
```

With two levels the path through level 2 is missing. The only candidate left, k = l = m = 1, contains x₁₁ = 0, so S₄ = 0, while S₁S₂ is still 1/(4w⁵). Therefore

γ = 24 (0 − 1/(4w⁵)) = −6/w⁵,

which the theorem states multiplied by w⁵.

One can also define γ from the N-level Hamiltonian in the field, with matrix elements nw δₙₘ − F xₙₘ, as minus the fourth derivative of its lowest eigenvalue at F = 0. By perturbation theory this gives the same values of γ; the file does not prove that.

```lean
#print axioms OscillatorHyperpolarizability.gamma_ladder_sign
#print axioms OscillatorHyperpolarizability.oscillator_gamma_vanishes
#print axioms OscillatorHyperpolarizability.oscillator_two_levels
```

```
'OscillatorHyperpolarizability.gamma_ladder_sign' depends on axioms: [propext, Classical.choice, Quot.sound]
'OscillatorHyperpolarizability.oscillator_gamma_vanishes' depends on axioms: [propext, Classical.choice, Quot.sound]
'OscillatorHyperpolarizability.oscillator_two_levels' depends on axioms: [propext, Classical.choice, Quot.sound]
```
